# A polar slab of fixed charged planes has a bounded dipole exactly when its surface charge changes by $sa/(a+b)$

Take $n$ cells, numbered $k = 0, \dots, n-1$. Cell $k$ holds a plane with charge per area $+s$ at position $k(a+b)$ and one with $-s$ at $k(a+b)+a$, where $a, b > 0$ are the two spacings. Change the first charge of the slab to $s-d$ and the last to $-s+d$. With $d$ fixed, the dipole per area stays bounded as $n$ grows if and only if
$$d = \frac{sa}{a+b}.$$

**Q:** Before I trust a formal version, I want to see the slab in it. Where are the planes?

**A:** They are explicit functions of the cell index. Positions are real numbers measured from the first plane.

```lean
import Mathlib

open Finset

namespace PolarSlab

noncomputable section

/-- Position of the positive plane of cell `k`. -/
def cationPos (a b : ℝ) (k : ℕ) : ℝ := k * (a + b)

/-- Position of the negative plane of cell `k`. -/
def anionPos (a b : ℝ) (k : ℕ) : ℝ := k * (a + b) + a
```

**Q:** And the altered surfaces?

**A:** The charge functions single out the first positive plane and the last negative one. "Last" depends on the number of cells, so `anionCharge` takes `n` as well as `k`. A slab of one cell is allowed; its two planes carry $s-d$ and $-(s-d)$.

```lean
/-- Charge per area of the positive plane of cell `k`; the first plane of the slab is
reduced by `d`. -/
def cationCharge (s d : ℝ) (k : ℕ) : ℝ := if k = 0 then s - d else s

/-- Charge per area of the negative plane of cell `k` in a slab of `n` cells; the last plane
carries `-s + d`. -/
def anionCharge (s d : ℝ) (n k : ℕ) : ℝ := if k + 1 = n then -s + d else -s
```

The dipole is then the sum of charge times position, and `chargeLeft` adds up the charge in the first `k` cells.

```lean
/-- Dipole moment per area of the slab of `n` cells. -/
def slabDipole (s d a b : ℝ) (n : ℕ) : ℝ :=
  ∑ k ∈ range n, (cationCharge s d k * cationPos a b k + anionCharge s d n k * anionPos a b k)

/-- Total charge per area in the first `k` cells of a slab of `n` cells. -/
def chargeLeft (s d : ℝ) (n k : ℕ) : ℝ :=
  ∑ j ∈ range k, (cationCharge s d j + anionCharge s d n j)
```

**Q:** A dipole sum is bookkeeping. What worries me about a polar slab is the electric field inside it.

**A:** The field is there too. Write $d^* = sa/(a+b)$, which the file calls `compensation`. By Gauss's law, with zero field to the left of the slab, the field at any point is the charge per area to its left divided by the permittivity $\varepsilon$. `periodFieldIntegral` multiplies the fields in the two gaps of a period by the gap widths $a$ and $b$. Gauss's law enters through this definition and is not derived, and $\varepsilon$ is the same everywhere.

```lean
/-- The compensating surface charge `s a / (a + b)`. -/
def compensation (s a b : ℝ) : ℝ := s * a / (a + b)

/-- Integral of the electric field over the period that starts at the positive plane of
cell `k`, for permittivity `ε` and zero field to the left of the slab. -/
def periodFieldIntegral (ε s d a b : ℝ) (n k : ℕ) : ℝ :=
  (chargeLeft s d n k + cationCharge s d k) / ε * a + chargeLeft s d n (k + 1) / ε * b
```

**Q:** If the slab had a net charge, its dipole would depend on the origin. Is neutrality assumed?

**A:** It is proved. Relative to the unmodified slab, the first cell gains $-d$ and the last gains $+d$, while every complete cell is otherwise neutral. The proof writes the charge of each cell as these two contributions, and `sum_ite_eq'` picks each one out of the sum. If there is only one cell, both fall in it and cancel there.

```lean
/-- The slab with modified surface planes is neutral. -/
theorem slab_neutral (s d : ℝ) (n : ℕ) : chargeLeft s d (n + 1) (n + 1) = 0 := by
  have h : ∀ k : ℕ, cationCharge s d k + anionCharge s d (n + 1) k
      = (if k = 0 then -d else 0) + (if k = n then d else 0) := by
    intro k
    unfold cationCharge anionCharge
    split_ifs <;> first | omega | ring
  unfold chargeLeft
  rw [sum_congr rfl (fun k _ => h k), sum_add_distrib, sum_ite_eq', sum_ite_eq',
    if_pos (mem_range.mpr (Nat.succ_pos n)), if_pos (mem_range.mpr (Nat.lt_succ_self n))]
  ring
```

If we stop at a cell boundary before the end of the slab, only the first contribution has been counted, so the charge to the left is $-d$. The condition `k + 1 < n` says that the boundary is an interior one.

```lean
/-- The charge per area to the left of any interior cell boundary is `-d`. -/
theorem chargeLeft_interior (s d : ℝ) {n k : ℕ} (hk : k + 1 < n) :
    chargeLeft s d n (k + 1) = -d := by
  have h : ∀ j ∈ range (k + 1), cationCharge s d j + anionCharge s d n j
      = if j = 0 then -d else 0 := by
    intro j hj
    have hj' := mem_range.mp hj
    unfold cationCharge anionCharge
    split_ifs <;> first | omega | ring
  unfold chargeLeft
  rw [sum_congr rfl h, sum_ite_eq', if_pos (mem_range.mpr (Nat.succ_pos k))]
```

**Q:** Then what does the field do over one interior period?

**A:** Between the two planes of a cell the charge to the left is $-d + s$, and in the gap before the next cell it is $-d$. The integral over the period is
$$\frac{(s-d)a - db}{\varepsilon} = \frac{sa - d(a+b)}{\varepsilon},$$
which vanishes exactly when $d = d^*$. At $d = d^*$ with $s \neq 0$ the field itself does not vanish: it has opposite signs in the two gaps, and its average over a period is zero. In the proof, `hin` establishes the charge $s-d$, treating the first cell separately because nothing precedes it, and `hval` is the displayed formula.

```lean
/-- The field integrates to zero over a period inside the slab exactly when the surface
charge change is `s a / (a + b)`. -/
theorem periodFieldIntegral_eq_zero_iff {ε a b : ℝ} (s d : ℝ) (hε : 0 < ε) (ha : 0 < a)
    (hb : 0 < b) {n k : ℕ} (hk : k + 1 < n) :
    periodFieldIntegral ε s d a b n k = 0 ↔ d = compensation s a b := by
  have hab : a + b ≠ 0 := by positivity
  -- between the two planes of a cell the enclosed charge is `s - d`
  have hin : chargeLeft s d n k + cationCharge s d k = s - d := by
    cases k with
    | zero => simp [chargeLeft, cationCharge]
    | succ m =>
      rw [chargeLeft_interior s d (by omega : m + 1 < n), cationCharge,
        if_neg (Nat.succ_ne_zero m)]
      ring
  have hval : periodFieldIntegral ε s d a b n k = (s * a - d * (a + b)) / ε := by
    unfold periodFieldIntegral
    rw [hin, chargeLeft_interior s d hk]
    ring
  rw [hval, div_eq_zero_iff, or_iff_left hε.ne', compensation, eq_div_iff hab]
  constructor <;> intro h <;> linarith
```

**Q:** Now the dipole. Can you do the sum by hand?

**A:** Take $n+1$ cells, so that $k$ runs from $0$ to $n$ and the slab has thickness $L = n(a+b)+a$. An unmodified cell contributes
$$s\,k(a+b) - s\,\bigl(k(a+b)+a\bigr) = -sa.$$
The change $-d$ on the first plane contributes nothing, because that plane sits at position zero. The change $+d$ on the last plane contributes $dL$. Writing $P$ for the dipole per area,
$$P = -(n+1)sa + dL.$$
The Lean proof follows this cell by cell: `h1` deals with the positive plane, and the case distinction `k = n` deals with the last negative one.

```lean
/-- Dipole of a slab of `n + 1` cells: `-s a` for each cell of the unmodified slab, plus `d` times
the slab thickness from the changes in the two surface charges. -/
theorem slabDipole_succ (s d a b : ℝ) (n : ℕ) :
    slabDipole s d a b (n + 1) = -((n + 1) * (s * a)) + d * (n * (a + b) + a) := by
  have h : ∀ k : ℕ, cationCharge s d k * cationPos a b k
      + anionCharge s d (n + 1) k * anionPos a b k
      = -(s * a) + (if k = n then d * (n * (a + b) + a) else 0) := by
    intro k
    have h1 : cationCharge s d k * cationPos a b k = s * (k * (a + b)) := by
      by_cases h0 : k = 0
      · simp [h0, cationPos]
      · simp [h0, cationCharge, cationPos]
    rw [h1]
    by_cases hn : k = n
    · subst hn
      rw [anionCharge, if_pos rfl, if_pos rfl, anionPos]
      ring
    · rw [anionCharge, if_neg (by omega), if_neg hn, anionPos]
      ring
  unfold slabDipole
  rw [sum_congr rfl (fun k _ => h k), sum_add_distrib, sum_ite_eq',
    if_pos (mem_range.mpr (Nat.lt_succ_self n)), sum_const, card_range, nsmul_eq_mul]
  push_cast
  ring
```

Next use $sa = d^*(a+b)$ and $(n+1)(a+b) = L + b$:
$$P = -d^*(L+b) + dL = L(d-d^*) - d^*b.$$
All the growth with thickness is now in the first term. In Lean, `hc` is the relation $d^*(a+b) = sa$, and `linear_combination` adds it $n+1$ times.

```lean
/-- The dipole of a slab of `n + 1` cells is its thickness times the deviation of `d` from the
compensating charge, plus a term independent of the thickness. -/
theorem slabDipole_deviation {a b : ℝ} (s d : ℝ) (ha : 0 < a) (hb : 0 < b) (n : ℕ) :
    slabDipole s d a b (n + 1)
      = (n * (a + b) + a) * (d - compensation s a b) - compensation s a b * b := by
  have hab : a + b ≠ 0 := by positivity
  have hc : compensation s a b * (a + b) = s * a := div_mul_cancel₀ _ hab
  rw [slabDipole_succ]
  linear_combination ((n : ℝ) + 1) * hc
```

**Q:** So at $d = d^*$ the dipole isn't zero?

**A:** No, it is $-sab/(a+b)$ for every number of cells from one upwards, which is nonzero whenever $s \neq 0$. The result is about boundedness, and compensation removes the growth but not this constant.

```lean
/-- With the compensating charge, the dipole has the same value `-s a b / (a + b)` for every number
of cells from one upwards. -/
theorem slabDipole_compensated {a b : ℝ} (s : ℝ) (ha : 0 < a) (hb : 0 < b) (n : ℕ) :
    slabDipole s (compensation s a b) a b (n + 1) = -(s * a * b / (a + b)) := by
  rw [slabDipole_deviation s _ ha hb, compensation]
  ring
```

**Q:** In a real slab the surface charge could adjust as the slab gets thicker. A fixed $d$ seems too rigid.

**A:** For that case the file lets $d$ be any function of the number of cells. The dipole is then bounded exactly when $n\,|d(n) - d^*|$ is bounded. It is therefore not enough for $d(n)$ to approach $d^*$; the deviation has to shrink at least as fast as a constant over $n$.

To see this, let the slab have $n = m+1$ cells, so $L = m(a+b)+a$, and
$$(m+1)a \le L \le (m+1)(a+b).$$
If $|P| \le C$, the formula for $P$ gives
$$(m+1)\,a\,|d(m+1)-d^*| \le L\,|d(m+1)-d^*| \le C + |d^*b|,$$
and dividing by $a$ bounds the deviation times the number of cells. Conversely, if $(m+1)\,|d(m+1)-d^*| \le C$, then
$$|P| \le L\,|d(m+1)-d^*| + |d^*b| \le (a+b)C + |d^*b|.$$
The two halves of the Lean proof are these two estimates, with the empty slab checked separately.

```lean
/-- If the surface charge change `d n` may depend on the number of cells, the dipole is bounded
exactly when `n` times the deviation of `d n` from `s a / (a + b)` is bounded. -/
theorem dipole_bounded_iff_rate {a b : ℝ} (s : ℝ) (ha : 0 < a) (hb : 0 < b) (d : ℕ → ℝ) :
    (∃ C, ∀ n, |slabDipole s (d n) a b n| ≤ C) ↔
      ∃ C, ∀ n : ℕ, n * |d n - compensation s a b| ≤ C := by
  constructor
  · rintro ⟨C, hC⟩
    have hC0 : 0 ≤ C := (abs_nonneg _).trans (hC 0)
    refine ⟨(C + |compensation s a b * b|) / a, fun n => ?_⟩
    cases n with
    | zero =>
      rw [Nat.cast_zero, zero_mul]
      positivity
    | succ m =>
      have hL : 0 ≤ (m : ℝ) * (a + b) + a := by positivity
      have h1 : ((m : ℝ) * (a + b) + a) * |d (m + 1) - compensation s a b|
          ≤ C + |compensation s a b * b| := by
        rw [← abs_of_nonneg hL, ← abs_mul, ← sub_add_cancel
          (((m : ℝ) * (a + b) + a) * (d (m + 1) - compensation s a b))
          (compensation s a b * b), ← slabDipole_deviation s _ ha hb]
        exact (abs_add_le _ _).trans (by linarith [hC (m + 1)])
      -- the slab is at least `(m + 1) a` thick
      have h2 : 0 ≤ (m : ℝ) * b * |d (m + 1) - compensation s a b| := by positivity
      rw [le_div_iff₀ ha]
      push_cast
      linarith
  · rintro ⟨C, hC⟩
    have hC0 : 0 ≤ C := by simpa using hC 0
    refine ⟨(a + b) * C + |compensation s a b * b|, fun n => ?_⟩
    cases n with
    | zero =>
      have h0 : slabDipole s (d 0) a b 0 = 0 := by simp [slabDipole]
      rw [h0, abs_zero]
      positivity
    | succ m =>
      have hL : 0 ≤ (m : ℝ) * (a + b) + a := by positivity
      rw [slabDipole_deviation s _ ha hb]
      refine (abs_sub _ _).trans ?_
      rw [abs_mul, abs_of_nonneg hL]
      -- the slab is at most `(m + 1) (a + b)` thick
      have h1 := mul_le_mul_of_nonneg_left (hC (m + 1)) (by positivity : 0 ≤ a + b)
      have h2 : 0 ≤ b * |d (m + 1) - compensation s a b| := by positivity
      push_cast at h1
      linarith
```

**Q:** And the original claim follows by taking $d$ constant?

**A:** Yes. If $d \neq d^*$, then $n\,|d-d^*|$ exceeds any proposed bound $C$ once $n > C/|d-d^*|$, and `exists_nat_gt` supplies such an $n$. If $d = d^*$, the product is zero for all $n$.

```lean
/-- Polar slab compensation: with a fixed surface charge change `d`, the dipole stays bounded
as the number of cells grows exactly when `d = s a / (a + b)`. -/
theorem dipole_bounded_iff {a b : ℝ} (s d : ℝ) (ha : 0 < a) (hb : 0 < b) :
    (∃ C, ∀ n, |slabDipole s d a b n| ≤ C) ↔ d = s * a / (a + b) := by
  rw [dipole_bounded_iff_rate s ha hb (fun _ => d)]
  change _ ↔ d = compensation s a b
  constructor
  · rintro ⟨C, hC⟩
    by_contra hne
    have hpos : 0 < |d - compensation s a b| := abs_pos.mpr (sub_ne_zero.mpr hne)
    -- a thick enough slab exceeds any proposed bound
    obtain ⟨n, hn⟩ := exists_nat_gt (C / |d - compensation s a b|)
    rw [div_lt_iff₀ hpos] at hn
    exact absurd (hC n) (not_le_of_gt hn)
  · intro h
    exact ⟨0, fun n => by simp [h]⟩

end

end PolarSlab
```

```lean
#print axioms PolarSlab.slab_neutral
-- 'PolarSlab.slab_neutral' depends on axioms: [propext, Classical.choice, Quot.sound]
#print axioms PolarSlab.periodFieldIntegral_eq_zero_iff
-- 'PolarSlab.periodFieldIntegral_eq_zero_iff' depends on axioms: [propext, Classical.choice, Quot.sound]
#print axioms PolarSlab.slabDipole_compensated
-- 'PolarSlab.slabDipole_compensated' depends on axioms: [propext, Classical.choice, Quot.sound]
#print axioms PolarSlab.dipole_bounded_iff
-- 'PolarSlab.dipole_bounded_iff' depends on axioms: [propext, Classical.choice, Quot.sound]
```

**Q:** Read me that last statement in words.

**A:** For positive spacings `a` and `b` and any real `s` and `d`, there is one number `C` that bounds the size of the dipole for all slab thicknesses if and only if `d` equals `s * a / (a + b)`. The order of the quantifiers carries the physics: `C` is chosen before `n`, so it can't grow with the slab. The sign of `s` plays no part, so the slab may equally well begin with a negative plane.

**Q:** Could the surfaces have been modelled differently?

**A:** The two ends could have had independent changes, $s-d_1$ on the first plane and $-s+d_2$ on the last. With the origin on the first plane, $d_1$ would drop out of the dipole, and boundedness would fix only $d_2 = d^*$. Adding neutrality, $d_1 = d_2$, as a hypothesis would then fix the other end; without neutrality the dipole would depend on the origin. Using a single $d$ builds equal and opposite changes on the two faces into the model.

**Q:** What does the model leave out?

**A:** It says how much charge is needed, not where it comes from. Vacancies, adsorbates or a shift of electrons could supply it, but none of them is described here. The planes are uniformly charged and rigid, they do not polarise or relax, and only the outermost two are altered.

**Q:** Then where does it help me?

**A:** In electronic-structure calculations on slabs with polar faces, it gives an electrostatic reference for how much the charge of each surface plane has to change to stop the dipole from growing with thickness, as far as the material can be treated as fixed charged planes. For equal spacings, the size of that change is half the charge of a plane.
